# On the grid 0, …, n with n ≥ 7, the fourth-order SBP weights integrate cubics exactly and exceed the integral of x⁴ by 2n/15 + 1/2

A wave simulation on a bounded interval can replace an energy integral by a weighted sum over grid points, and one wants to know for which integrands the two agree. The weights studied here differ from one near the ends, and the weight of a node depends only on its distance, in grid steps, to the nearer end.

The four end values are taken as given. They are the boundary entries of the diagonal matrix, called the norm, with which a summation-by-parts (SBP) scheme of fourth order in the interior measures discrete energy on a grid of unit spacing; a difference operator matched to it obeys a discrete integration by parts. No difference operator appears below: the theorems concern the weights as a quadrature rule for polynomials.

## Weights and the weighted sum

```lean
import Mathlib

open Polynomial

namespace FourthOrderSBPNorm

noncomputable section
```

In what follows, `ℕ` and `ℝ` are the natural and real numbers, and `ℝ[X]` is the type of polynomials with real coefficients. A `theorem` gives its statement first and its proof after `:=`.

```lean
/-- The weight of a node as a function of its distance, in grid steps, from the nearer end. -/
def endWeight : ℕ → ℝ
  | 0 => 17 / 48
  | 1 => 59 / 48
  | 2 => 43 / 48
  | 3 => 49 / 48
  | _ => 1
```

This function takes a distance and returns a weight: \(17/48,\ 59/48,\ 43/48,\ 49/48\) at distances 0 to 3, and 1 from distance 4 on.

```lean
/-- The weight of node `j` on the grid `0, 1, ..., n`. -/
def sbpWeight (n j : ℕ) : ℝ := endWeight (min j (n - j))
```

Node \(j\) lies \(j\) steps from the left end and \(n-j\) from the right. Its weight \(w_j\) is `endWeight` at the smaller of the two.

```lean
/-- The quadrature sum of a function sampled on the grid `0, 1, ..., n` with unit spacing. -/
def sbpSum (n : ℕ) (f : ℝ → ℝ) : ℝ :=
  ∑ j ∈ Finset.range (n + 1), sbpWeight n j * f (j : ℝ)
```

For a real function \(f\) this is
\[
S_n(f)=\sum_{j=0}^{n} w_j\, f(j).
\]
`Finset.range (n + 1)` is the set \(\{0,\dots,n\}\), so \(n\) counts steps and the grid has \(n+1\) nodes. The notation `(j : ℝ)` treats the integer \(j\) as a real number.

```lean
/-- All quadrature weights are positive. -/
theorem sbpWeight_pos (n j : ℕ) : 0 < sbpWeight n j := by
  have key : ∀ k : ℕ, 0 < endWeight k := fun k =>
    match k with
    | 0 => by norm_num [endWeight]
    | 1 => by norm_num [endWeight]
    | 2 => by norm_num [endWeight]
    | 3 => by norm_num [endWeight]
    | k + 4 => by
      show (0 : ℝ) < 1
      norm_num
  exact key _
```

Every weight is positive, as the proof checks case by case. Hence \(\sum_j w_j u_j^2\) vanishes only when all samples \(u_j\) do, which is what a discrete energy needs.

## Separating the ends from the interior

```lean
/-- The first four terms of a finite sum with at least four terms can be split off. -/
theorem sum_split_four (g : ℕ → ℝ) (m : ℕ) :
    ∑ j ∈ Finset.range (m + 4), g j =
      ∑ j ∈ Finset.range m, g (j + 4) + (g 0 + g 1 + g 2 + g 3) := by
  induction m with
  | zero => simp [Finset.sum_range_succ]
  | succ k ih =>
    rw [show k + 1 + 4 = (k + 4) + 1 by omega, Finset.sum_range_succ, ih,
      Finset.sum_range_succ]
    ring
```

In ordinary notation,
\[
\sum_{j=0}^{m+3} g(j)=g(0)+g(1)+g(2)+g(3)+\sum_{j=0}^{m-1} g(j+4).
\]
The proof is by induction on \(m\), adding one last term at a time.

```lean
/-- On a grid with `m + 8` nodes the quadrature consists of four symmetric pairs of end nodes
and `m` interior nodes of weight one. -/
theorem sbpSum_split (m : ℕ) (f : ℝ → ℝ) :
    sbpSum (m + 7) f =
      17 / 48 * (f 0 + f ((m : ℝ) + 7)) + 59 / 48 * (f 1 + f ((m : ℝ) + 6))
      + 43 / 48 * (f 2 + f ((m : ℝ) + 5)) + 49 / 48 * (f 3 + f ((m : ℝ) + 4))
      + ∑ j ∈ Finset.range m, f ((j : ℝ) + 4) := by
  have key : ∀ j k : ℕ, min j (m + 7 - j) = k → sbpWeight (m + 7) j = endWeight k :=
    fun j k h => congrArg endWeight h
  -- interior nodes are at least four steps away from both ends
  have hmid : ∀ j ∈ Finset.range m,
      sbpWeight (m + 7) (j + 4) * f ((j + 4 : ℕ) : ℝ) = f ((j : ℝ) + 4) := by
    intro j hj
    have hj' := Finset.mem_range.mp hj
    obtain ⟨k, hk⟩ : ∃ k, min (j + 4) (m + 7 - (j + 4)) = k + 4 :=
      ⟨min (j + 4) (m + 7 - (j + 4)) - 4, by omega⟩
    have h1 : endWeight (k + 4) = 1 := rfl
    rw [key _ _ hk, h1, one_mul]
    push_cast
    rfl
  rw [sbpSum, Finset.sum_range_succ, Finset.sum_range_succ, Finset.sum_range_succ,
    Finset.sum_range_succ, sum_split_four, Finset.sum_congr rfl hmid,
    key 0 0 (by omega), key 1 1 (by omega), key 2 2 (by omega), key 3 3 (by omega),
    key (m + 4) 3 (by omega), key (m + 5) 2 (by omega), key (m + 6) 1 (by omega),
    key (m + 7) 0 (by omega)]
  simp only [endWeight]
  push_cast
  ring
```

Write \(n=m+7\). The four nodes at each end form symmetric pairs, and the \(m\) nodes between them have weight one:
\[
\begin{aligned}
S_{m+7}(f)={}&\tfrac{17}{48}[f(0)+f(m+7)]+\tfrac{59}{48}[f(1)+f(m+6)]\\
&+\tfrac{43}{48}[f(2)+f(m+5)]+\tfrac{49}{48}[f(3)+f(m+4)]+\sum_{j=0}^{m-1}f(j+4).
\end{aligned}
\]
For \(m=0\) the last sum is empty. In the proof, `hmid` shows that interior nodes are at least four steps from both ends. The last four terms are then peeled off, the previous lemma removes the first four, and `omega`, a tactic for linear integer arithmetic, confirms each distance.

Reading \(n\) as the number of nodes would spoil the result, because it would admit a grid of seven nodes, that is, six steps. The two end blocks then share the middle node, and the weights add up to \(287/48\) instead of 6, so even constants are integrated wrongly.

## The quartic, summed and integrated

```lean
/-- Closed form of the quadrature sum of a general quartic on the grid `0, 1, ..., m + 7`. -/
theorem sbpSum_quartic (a b c d e : ℝ) (m : ℕ) :
    sbpSum (m + 7) (fun x => a + b * x + c * x ^ 2 + d * x ^ 3 + e * x ^ 4) =
      a * ((m : ℝ) + 7) + b / 2 * ((m : ℝ) + 7) ^ 2 + c / 3 * ((m : ℝ) + 7) ^ 3
      + d / 4 * ((m : ℝ) + 7) ^ 4 + e / 5 * ((m : ℝ) + 7) ^ 5
      + e * (2 * ((m : ℝ) + 7) / 15 + 1 / 2) := by
  rw [sbpSum_split]
  induction m with
  | zero =>
    simp only [Finset.range_zero, Finset.sum_empty, Nat.cast_zero]
    ring
  | succ k ih =>
    -- lengthening the grid by one step adds one interior node and shifts the right end
    rw [Finset.sum_range_succ]
    push_cast
    linear_combination ih
```

Let \(q(x)=a+bx+cx^2+dx^3+ex^4\), let \(N=m+7\), and let
\[
F(N)=aN+\tfrac b2N^2+\tfrac c3N^3+\tfrac d4N^4+\tfrac e5N^5 .
\]
The theorem says \(S_N(q)=F(N)+e\left(\tfrac{2N}{15}+\tfrac12\right)\). The argument is an induction on the length of the grid.

For \(N=7\), the sums of \(1,x,x^2,x^3,x^4\) are
\[
7,\qquad \frac{7^2}{2},\qquad \frac{7^3}{3},\qquad \frac{7^4}{4},\qquad \frac{161416}{48}=\frac{7^5}{5}+\frac{43}{30},
\]
and \(\tfrac{43}{30}=\tfrac{14}{15}+\tfrac12\), as claimed.

Now lengthen the grid from \(N\) to \(N+1\). The right end block shifts by one step and the node \(N-3\) joins the interior. Collecting terms gives
\[
S_{N+1}(q)-S_N(q)=\tfrac1{48}\left[17q(N+1)+42q(N)-16q(N-1)+6q(N-2)-q(N-3)\right].
\]
Expand \(q\) in powers of \(t=x-N\), which leaves the leading coefficient \(e\) unchanged. On \(1,t,t^2,t^3,t^4\) the right-hand side gives
\[
1,\qquad \tfrac12,\qquad \tfrac13,\qquad \tfrac14,\qquad \tfrac13=\tfrac15+\tfrac2{15}.
\]
Apart from the final \(\tfrac2{15}\), these are the integrals of the powers over \(0\le t\le1\). The increment is therefore \(F(N+1)-F(N)+\tfrac{2e}{15}\), exactly the growth of the claimed formula.

Lean follows the same induction. The `zero` case is the arithmetic at \(N=7\). In the `succ` case, `linear_combination ih` subtracts the induction hypothesis `ih` and checks the remaining polynomial identity.

```lean
/-- The integral of a general quartic over `[0, N]`. -/
theorem integral_quartic (a b c d e N : ℝ) :
    ∫ x in (0 : ℝ)..N, (a + b * x + c * x ^ 2 + d * x ^ 3 + e * x ^ 4) =
      a * N + b / 2 * N ^ 2 + c / 3 * N ^ 3 + d / 4 * N ^ 4 + e / 5 * N ^ 5 := by
  have hF : ∀ x : ℝ, HasDerivAt
      (fun y : ℝ => a * y + b / 2 * y ^ 2 + c / 3 * y ^ 3 + d / 4 * y ^ 4 + e / 5 * y ^ 5)
      (a + b * x + c * x ^ 2 + d * x ^ 3 + e * x ^ 4) x := by
    intro x
    have h := (((((hasDerivAt_id' x).const_mul a).fun_add
      ((hasDerivAt_pow 2 x).const_mul (b / 2))).fun_add
      ((hasDerivAt_pow 3 x).const_mul (c / 3))).fun_add
      ((hasDerivAt_pow 4 x).const_mul (d / 4))).fun_add
      ((hasDerivAt_pow 5 x).const_mul (e / 5))
    exact h.congr_deriv (by push_cast; ring)
  rw [intervalIntegral.integral_eq_sub_of_hasDerivAt (fun x _ => hF x)
    (Continuous.intervalIntegrable (by fun_prop) _ _)]
  ring
```

For any real \(N\), \(\int_0^N q(x)\,dx=F(N)\). By hand, \(F'(x)=q(x)\) and \(F(0)=0\), so the fundamental theorem of calculus gives the result. The step `hF` establishes the derivative term by term, and `integral_eq_sub_of_hasDerivAt` is the fundamental theorem.

## The error and its two special cases

```lean
/-- For `n ≥ 7` and a polynomial of degree at most four, the quadrature sum minus the integral
over `[0, n]` is the coefficient of `x ^ 4` times `2 n / 15 + 1 / 2`. -/
theorem sbp_error (n : ℕ) (hn : 7 ≤ n) (p : ℝ[X]) (hp : p.natDegree ≤ 4) :
    sbpSum n (fun x => p.eval x) - ∫ x in (0 : ℝ)..(n : ℝ), p.eval x =
      p.coeff 4 * (2 * (n : ℝ) / 15 + 1 / 2) := by
  obtain ⟨m, rfl⟩ : ∃ m, n = m + 7 := ⟨n - 7, by omega⟩
  have he : (fun x : ℝ => p.eval x) = fun x => p.coeff 0 + p.coeff 1 * x
      + p.coeff 2 * x ^ 2 + p.coeff 3 * x ^ 3 + p.coeff 4 * x ^ 4 := by
    funext x
    rw [Polynomial.eval_eq_sum_range' (show p.natDegree < 5 by omega)]
    simp only [Finset.sum_range_succ, Finset.sum_range_zero]
    ring
  rw [he, sbpSum_quartic, integral_quartic]
  push_cast
  ring
```

Let \(n\ge7\), let \(p\) have degree at most four, and let \(p_4\) be its coefficient of \(x^4\). Subtracting the integral from the sum cancels \(F(n)\):
\[
S_n(p)-\int_0^n p(x)\,dx=p_4\left(\frac{2n}{15}+\frac12\right).
\]
In Lean, `p.eval x` is \(p(x)\), `p.coeff 4` is \(p_4\), and `p.natDegree` is the degree, set to 0 for the zero polynomial. The hypotheses `hn` and `hp` are the two conditions. The proof writes \(n=m+7\), expands \(p\) in its coefficients (`he`), and inserts the two closed forms.

```lean
/-- For `n ≥ 7` the quadrature integrates every real polynomial of degree at most three
exactly over `[0, n]`. -/
theorem sbp_exact_cubic (n : ℕ) (hn : 7 ≤ n) (p : ℝ[X]) (hp : p.natDegree ≤ 3) :
    sbpSum n (fun x => p.eval x) = ∫ x in (0 : ℝ)..(n : ℝ), p.eval x := by
  have h := sbp_error n hn p (by omega)
  rw [Polynomial.coeff_eq_zero_of_natDegree_lt (show p.natDegree < 4 by omega),
    zero_mul] at h
  exact sub_eq_zero.mp h
```

If the degree is at most three, then \(p_4=0\), the error vanishes, and
\[
S_n(p)=\int_0^n p(x)\,dx .
\]

```lean
/-- For `n ≥ 7` the quadrature sum of `x ^ 4` exceeds its integral over `[0, n]` by exactly
`2 n / 15 + 1 / 2`. -/
theorem sbp_excess_fourth_power (n : ℕ) (hn : 7 ≤ n) :
    sbpSum n (fun x => x ^ 4) - ∫ x in (0 : ℝ)..(n : ℝ), x ^ 4 =
      2 * (n : ℝ) / 15 + 1 / 2 := by
  have h := sbp_error n hn (X ^ 4) (by simp)
  simpa only [Polynomial.eval_pow, Polynomial.eval_X, Polynomial.coeff_X_pow_self,
    one_mul] using h
```

For \(p=x^4\) we have \(p_4=1\), so the sum exceeds the integral \(n^5/5\) by exactly \(2n/15+1/2\). The proof applies the error formula to the polynomial `X ^ 4` and simplifies.

## Any uniform grid

```lean
/-- On a uniform grid with origin `a`, spacing `h` and `n ≥ 7` steps, the quadrature scaled by
`h` integrates every real polynomial of degree at most three exactly. -/
theorem sbp_exact_cubic_grid (n : ℕ) (hn : 7 ≤ n) (a h : ℝ) (p : ℝ[X])
    (hp : p.natDegree ≤ 3) :
    h * sbpSum n (fun x => p.eval (a + h * x)) =
      ∫ x in a..(a + h * (n : ℝ)), p.eval x := by
  -- an affine substitution does not raise the degree
  have hdeg : (p.comp (C h * X + C a)).natDegree ≤ 3 :=
    calc (p.comp (C h * X + C a)).natDegree
        ≤ p.natDegree * (C h * X + C a).natDegree := Polynomial.natDegree_comp_le
      _ ≤ 3 * 1 := Nat.mul_le_mul hp Polynomial.natDegree_linear_le
  have key := sbp_exact_cubic n hn _ hdeg
  have he : ∀ x : ℝ, (p.comp (C h * X + C a)).eval x = p.eval (a + h * x) := by
    intro x
    simp only [Polynomial.eval_comp, Polynomial.eval_add, Polynomial.eval_mul,
      Polynomial.eval_C, Polynomial.eval_X]
    rw [add_comm]
  simp only [he] at key
  have hsub : h • (∫ x in (0 : ℝ)..(n : ℝ), p.eval (a + h * x)) =
      ∫ x in (a + h * 0)..(a + h * (n : ℝ)), p.eval x :=
    intervalIntegral.smul_integral_comp_add_mul (fun y => p.eval y) h a
  rw [smul_eq_mul, mul_zero, add_zero] at hsub
  rw [key]
  exact hsub

end

end FourthOrderSBPNorm
```

The letter `a` is now the grid origin and `h` the spacing. For \(p\) of degree at most three,
\[
h\sum_{j=0}^{n}w_j\,p(a+hj)=\int_a^{a+hn}p(x)\,dx .
\]
By hand, set \(r(s)=p(a+hs)\), which again has degree at most three. Exactness on the unit grid and the substitution \(x=a+hs\) give
\[
h\,S_n(r)=h\int_0^n p(a+hs)\,ds=\int_a^{a+hn}p(x)\,dx .
\]
In the proof, `hdeg` bounds the degree of \(r\), `key` is exactness on the unit grid, and `hsub` is the change of variable. The spacing may be any real number; a negative `h` gives an integral with reversed orientation.

In a one-dimensional grid simulation of the Schrödinger equation, this sum can stand for the normalisation integral, and the theorem makes it exact when the density \(|\psi|^2\) is a single polynomial of degree at most three across the whole grid. A uniform density is an example, possible when the ends impose zero slope on \(\psi\). Hard walls at the two ends exclude the case: finite kinetic energy then requires the density to have at least a double zero at each end, so a polynomial density has degree at least four. For \(\psi\propto x(L-x)\) on \([0,L]\) the density is quartic, and the sum exceeds the integral. Passing from polynomials to a general smooth density is the step that the hypotheses leave open; it needs a separate estimate of the remainder.

```lean
#print axioms FourthOrderSBPNorm.sbpWeight_pos
#print axioms FourthOrderSBPNorm.sbp_excess_fourth_power
#print axioms FourthOrderSBPNorm.sbp_exact_cubic_grid
```

```
'FourthOrderSBPNorm.sbpWeight_pos' depends on axioms: [propext, Classical.choice, Quot.sound]
'FourthOrderSBPNorm.sbp_excess_fourth_power' depends on axioms: [propext, Classical.choice, Quot.sound]
'FourthOrderSBPNorm.sbp_exact_cubic_grid' depends on axioms: [propext, Classical.choice, Quot.sound]
```
